# In a point-dipole model, a polar, polarisable defect relaxes in its cubic supercell by an energy of order $L^{-6}$

Suppose the dipole of a neutral defect is held fixed while its supercell energy is extrapolated to infinite cell size. The interaction of this frozen dipole with its periodic images falls off as $L^{-3}$, where $L$ is the cell edge, and can be subtracted. But the dipole also responds to the field of its images, and without an estimate of that response one does not know whether the subtraction leaves an error of the same order. If the response is modelled as linear for dipoles of any size, a cell that is too small brings a worse problem: the self-consistency equation may still have a solution, but the model energy has no minimum.

For an isotropic, linearly polarisable point dipole, the response changes the energy only at order $L^{-6}$, provided that the polarisability is positive and the zero-field dipole is non-zero. Each condition below has its own role in this result.

## The model combines an isotropic linear response with the Lorentz field

Let $p_0\in\mathbb R^3$ be the dipole in zero field, $a$ the polarisability, $V=L^3$ the cell volume and $p$ a trial dipole. In Gaussian units the energy is

$$E(p)=\frac{\|p-p_0\|^2}{2a}-\frac b2\|p\|^2,\qquad b=\frac{4\pi}{3V}.$$

The first term is the cost of polarising the defect. The second is the interaction with the images, which produce the field $bp$ at the defect. This is the Lorentz field of a cubic lattice of dipoles with zero average macroscopic field. It is postulated here; no lattice sum is evaluated. The model has no net charge, higher multipoles, dielectric screening or anisotropic response.

In Lean, `Dipole` is Euclidean three-space, `lorentzFactor V` is $b$, and `dipoleEnergy a b p0 p` is $E(p)$. The last two definitions name the relaxed dipole $p_*=p_0/(1-ab)$ and the difference $E(p_*)-E(p_0)$.

```lean
import Mathlib

open Filter Topology Real

namespace MakovPayneDipole

noncomputable section

/-- Dipole moments are vectors in three-dimensional Euclidean space. -/
abbrev Dipole := EuclideanSpace ℝ (Fin 3)

/-- The factor `b = 4π/(3V)` that couples a dipole to its periodic images in a cubic
supercell of volume `V ≠ 0`. -/
def lorentzFactor (V : ℝ) : ℝ := 4 * π / (3 * V)

/-- Energy of a defect with dipole `p`, zero-field dipole `p0` and polarisability `a ≠ 0`:
the cost of polarising it plus the interaction `-(b/2)‖p‖²` with its images. -/
def dipoleEnergy (a b : ℝ) (p0 p : Dipole) : ℝ :=
  ‖p - p0‖ ^ 2 / (2 * a) - b / 2 * ‖p‖ ^ 2

/-- The relaxed dipole `p0/(1 - ab)`, for `ab ≠ 1`. -/
def relaxedDipole (a b : ℝ) (p0 : Dipole) : Dipole := (1 - a * b)⁻¹ • p0

/-- The energy of the relaxed dipole minus that of the unrelaxed dipole `p0`,
for `a ≠ 0` and `ab ≠ 1`. -/
def relaxationEnergy (a b : ℝ) (p0 : Dipole) : ℝ :=
  dipoleEnergy a b p0 (relaxedDipole a b p0) - dipoleEnergy a b p0 p0
```

## $ab\ne1$ gives one self-consistent dipole

The number $ab$ measures the feedback: a dipole $p$ produces the image field $bp$, which induces a further dipole $abp$. Self-consistency requires

$$p=p_0+abp,\qquad\text{that is,}\qquad(1-ab)p=p_0.$$

If $ab\ne1$, division gives $p=p_*$ and nothing else. If $ab=1$, the equation reads $0=p_0$, so it has no solution for $p_0\ne0$ and is solved by every $p$ for $p_0=0$.

`selfConsistent_iff` states this equivalence. In both directions the proof passes through $(1-ab)p=p_0$, and `hd` supplies the non-zero factor that is cancelled.

```lean
/-- For `ab ≠ 1`, the relaxed dipole is the only one that equals `p0` plus the dipole
induced by the field `b p` of its own images. -/
theorem selfConsistent_iff {a b : ℝ} (hab : a * b ≠ 1) (p0 p : Dipole) :
    p = p0 + a • (b • p) ↔ p = relaxedDipole a b p0 := by
  have hd : 1 - a * b ≠ 0 := sub_ne_zero.mpr hab.symm
  constructor
  · intro h
    have h1 : (1 - a * b) • p = p0 := by
      linear_combination (norm := module) h
    rw [relaxedDipole, ← h1, smul_smul, inv_mul_cancel₀ hd, one_smul]
  · intro h
    have h1 : (1 - a * b) • p = p0 := by
      rw [h, relaxedDipole, smul_smul, mul_inv_cancel₀ hd, one_smul]
    linear_combination (norm := module) h1
```

## $a\ne0$ lets the square be completed

A defect with $a=0$ would be rigid, and the polarisation cost would have no finite coefficient. Lean sets division by zero to zero, so its formula would make such a dipole free to change at no cost, the opposite of rigid.

For $a\ne0$, expanding the energy gives

$$E(p)=\frac{1-ab}{2a}\|p\|^2-\frac{p\cdot p_0}{a}+\frac{\|p_0\|^2}{2a}.$$

With $ab\ne1$ as well, completing the square around $p_*$ leaves the constant

$$\frac{\|p_0\|^2}{2a}-\frac{\|p_0\|^2}{2a(1-ab)}=-\frac{b\|p_0\|^2}{2(1-ab)},$$

and therefore

$$E(p)=-\frac{b\|p_0\|^2}{2(1-ab)}+\frac{1-ab}{2a}\|p-p_*\|^2.$$

In the proof, `norm_sub_sq_real` expands both squared distances, and `field_simp` and `ring` compare the coefficients.

```lean
/-- For `a ≠ 0` and `ab ≠ 1`, the energy is a constant plus a multiple of the squared
distance from the relaxed dipole. -/
theorem dipoleEnergy_eq_square {a b : ℝ} (ha : a ≠ 0) (hab : a * b ≠ 1) (p0 p : Dipole) :
    dipoleEnergy a b p0 p = -(b / 2) * ‖p0‖ ^ 2 / (1 - a * b)
      + (1 - a * b) / (2 * a) * ‖p - relaxedDipole a b p0‖ ^ 2 := by
  have hd : 1 - a * b ≠ 0 := sub_ne_zero.mpr hab.symm
  unfold dipoleEnergy relaxedDipole
  rw [norm_sub_sq_real, norm_sub_sq_real, norm_smul, inner_smul_right, mul_pow,
    Real.norm_eq_abs, sq_abs]
  field_simp
  ring
```

At $p=p_*$ the square vanishes, while $E(p_0)=-\tfrac b2\|p_0\|^2$. Subtraction gives

$$E(p_*)-E(p_0)=-\frac b2\|p_0\|^2\left(\frac1{1-ab}-1\right)=-\frac a2\,\frac{b^2\|p_0\|^2}{1-ab}.$$

It would be wrong to count only the change in the image interaction. To leading order in $b$ that change is $-ab^2\|p_0\|^2$, twice the correct result, because polarising the defect costs $+\tfrac a2b^2\|p_0\|^2$.

In `relaxationEnergy_eq`, `h0` is the value of $E(p_0)$ and `h1` says that $1-ab$ times its inverse is one. The closing `linear_combination` carries out the subtraction.

```lean
/-- For `a ≠ 0` and `ab ≠ 1`, the relaxation energy is `-(a/2) b² ‖p0‖²/(1 - ab)`. -/
theorem relaxationEnergy_eq {a b : ℝ} (ha : a ≠ 0) (hab : a * b ≠ 1) (p0 : Dipole) :
    relaxationEnergy a b p0 = -(a / 2) * b ^ 2 * ‖p0‖ ^ 2 / (1 - a * b) := by
  have hd : 1 - a * b ≠ 0 := sub_ne_zero.mpr hab.symm
  have h0 : dipoleEnergy a b p0 p0 = -(b / 2) * ‖p0‖ ^ 2 := by
    simp [dipoleEnergy]
  have h1 : (1 - a * b) * (1 - a * b)⁻¹ = 1 := mul_inv_cancel₀ hd
  rw [relaxationEnergy, h0, dipoleEnergy_eq_square ha hab, sub_self, norm_zero]
  linear_combination (-(b / 2) * ‖p0‖ ^ 2) * h1
```

## $a>0$ and $V>4\pi a/3$ make the stationary point a minimum

Positive polarisability means that distorting the isolated defect costs energy. The volume condition says that this cost outweighs the gain from the image field: for $a,V>0$, it is equivalent to $ab<1$. `coupling_lt_one` proves the direction needed, by clearing the positive denominator $3V$.

```lean
/-- For positive polarisability `a` and a cell volume above `4πa/3`, the coupling `ab`
is below one. -/
theorem coupling_lt_one {a V : ℝ} (ha : 0 < a) (hV : 4 * π * a / 3 < V) :
    a * lorentzFactor V < 1 := by
  have hV0 : 0 < V := lt_trans (by positivity) hV
  unfold lorentzFactor
  rw [← mul_div_assoc, div_lt_one (by positivity)]
  linarith
```

Both conditions enter the derivation through the coefficient $(1-ab)/(2a)$ of the completed square. When it is positive, every $p\ne p_*$ has an energy strictly above $E(p_*)$, which is the first half of the next theorem. The second half is the relaxation energy found above. In the proof, `h1` and `h2` are the completed square at $p$ and at $p_*$, and `h3` is the positivity of the remaining term.

```lean
/-- For positive polarisability `a` and a cell volume above `4πa/3`, the dipole
`p0/(1 - ab)` is the unique energy minimiser, and relaxing from `p0` to it changes the
energy by `-(a/2) b² ‖p0‖²/(1 - ab)`. -/
theorem unique_minimiser_and_relaxation {a V : ℝ} (ha : 0 < a)
    (hV : 4 * π * a / 3 < V) (p0 : Dipole) :
    (∀ p, p ≠ relaxedDipole a (lorentzFactor V) p0 →
      dipoleEnergy a (lorentzFactor V) p0 (relaxedDipole a (lorentzFactor V) p0)
        < dipoleEnergy a (lorentzFactor V) p0 p) ∧
    relaxationEnergy a (lorentzFactor V) p0
      = -(a / 2) * lorentzFactor V ^ 2 * ‖p0‖ ^ 2 / (1 - a * lorentzFactor V) := by
  have hab := coupling_lt_one ha hV
  refine ⟨fun p hp => ?_, relaxationEnergy_eq ha.ne' hab.ne p0⟩
  -- the square vanishes at the relaxed dipole and is positive elsewhere
  have h1 := dipoleEnergy_eq_square ha.ne' hab.ne p0 p
  have h2 := dipoleEnergy_eq_square ha.ne' hab.ne p0
    (relaxedDipole a (lorentzFactor V) p0)
  rw [sub_self, norm_zero, zero_pow two_ne_zero, mul_zero, add_zero] at h2
  have h3 := mul_pos (div_pos (sub_pos.mpr hab) (mul_pos two_pos ha))
    (pow_pos (norm_pos_iff.mpr (sub_ne_zero.mpr hp)) 2)
  linarith
```

A small cell shows what the volume condition prevents. Take $a=1$ and $V=2\pi/3$, so that $b=2$ and $ab=2$. Then $p_*=-p_0$ still solves the self-consistency equation, but

$$E(p_*)=\|p_0\|^2,\qquad E(p_0)=-\|p_0\|^2.$$

For $p_0\ne0$ the "relaxed" dipole lies higher in energy than the unrelaxed one; it is in fact the maximum. The sign of $a$ matters in the same way: for $a<0$ and $V>0$, the coefficient of the square is negative, and $p_*$ is again a maximum.

The next theorem treats all positive volumes up to the threshold, for $a>0$ and $p_0\ne0$. Given any energy $M$, consider $p=tp_0$ with $t=1-aM/\|p_0\|^2$. Since $b\ge1/a$,

$$E(tp_0)\le\frac{(t-1)^2-t^2}{2a}\|p_0\|^2=M-\frac{\|p_0\|^2}{2a}<M.$$

The energy is therefore unbounded below. In Lean, `hb` is the bound on $b$, `hE` the energy along $p_0$, and `h1` to `h3` are the steps of this estimate. At the threshold itself $p_0\ne0$ is needed: with $p_0=0$ and $ab=1$, the energy is zero for every $p$.

```lean
/-- For a non-zero `p0`, positive polarisability `a` and a positive cell volume of at most
`4πa/3`, the energy is unbounded below. -/
theorem unbounded_below_of_small_cell {a V : ℝ} (ha : 0 < a) (hV0 : 0 < V)
    (hV : V ≤ 4 * π * a / 3) {p0 : Dipole} (hp : p0 ≠ 0) (M : ℝ) :
    ∃ p, dipoleEnergy a (lorentzFactor V) p0 p < M := by
  have hb : 1 / a ≤ lorentzFactor V := by
    unfold lorentzFactor
    rw [div_le_div_iff₀ ha (by positivity)]
    linarith
  have hP : 0 < ‖p0‖ := norm_pos_iff.mpr hp
  -- the energy along the direction of `p0`
  have hE : ∀ t : ℝ, dipoleEnergy a (lorentzFactor V) p0 (t • p0)
      = (t - 1) ^ 2 * ‖p0‖ ^ 2 / (2 * a) - lorentzFactor V / 2 * (t ^ 2 * ‖p0‖ ^ 2) := by
    intro t
    have ht : t • p0 - p0 = (t - 1) • p0 := by module
    rw [dipoleEnergy, ht, norm_smul, norm_smul, mul_pow, mul_pow, Real.norm_eq_abs,
      Real.norm_eq_abs, sq_abs, sq_abs]
  obtain ⟨t, ht⟩ : ∃ t : ℝ, t = 1 - a * M / ‖p0‖ ^ 2 := ⟨_, rfl⟩
  refine ⟨t • p0, ?_⟩
  have h1 : 1 / a / 2 * (t ^ 2 * ‖p0‖ ^ 2)
      ≤ lorentzFactor V / 2 * (t ^ 2 * ‖p0‖ ^ 2) := by gcongr
  have h2 : (t - 1) ^ 2 * ‖p0‖ ^ 2 / (2 * a) - 1 / a / 2 * (t ^ 2 * ‖p0‖ ^ 2)
      = M - ‖p0‖ ^ 2 / (2 * a) := by
    rw [ht]
    field_simp
    ring
  have h3 : 0 < ‖p0‖ ^ 2 / (2 * a) := by positivity
  rw [hE]
  linarith
```

## A growing cell weakens the feedback

The volume condition holds for all sufficiently large $V$, so it does not restrict the limit. Because $bV=4\pi/3$,

$$V^2\bigl(E(p_*)-E(p_0)\bigr)=-\frac a2\,\frac{(4\pi/3)^2\|p_0\|^2}{1-ab}\longrightarrow-\frac{8\pi^2}{9}a\|p_0\|^2,$$

since $b\to0$ and the denominator tends to one.

The proof follows these lines. `hb` and `hd` are the limits of $b$ and $1-ab$, and `h` is the limit of the quotient. The quotient equals the scaled relaxation energy whenever $V\ne0$ and $ab\ne1$. Both hold for $V>4\pi a/3$, and `filter_upwards` restricts to such volumes. The final `linear_combination` uses `hbV` to replace $(bV)^2$ by $(4\pi/3)^2$.

```lean
/-- For positive polarisability `a`, `V²` times the relaxation energy tends to
`-(8π²/9) a ‖p0‖²` as the cell volume `V` grows. -/
theorem tendsto_volume_sq_mul_relaxation {a : ℝ} (ha : 0 < a) (p0 : Dipole) :
    Tendsto (fun V : ℝ => V ^ 2 * relaxationEnergy a (lorentzFactor V) p0) atTop
      (𝓝 (-(8 * π ^ 2 / 9) * a * ‖p0‖ ^ 2)) := by
  -- the coupling to the images dies out in a large cell
  have hb : Tendsto lorentzFactor atTop (𝓝 0) := by
    have h := (tendsto_inv_atTop_zero (𝕜 := ℝ)).const_mul (4 * π / 3)
    rw [mul_zero] at h
    refine h.congr (fun V => ?_)
    unfold lorentzFactor
    ring
  have hd : Tendsto (fun V => 1 - a * lorentzFactor V) atTop (𝓝 1) := by
    simpa using (hb.const_mul a).const_sub 1
  have h := (tendsto_const_nhds (x := -(8 * π ^ 2 / 9) * a * ‖p0‖ ^ 2)).div hd one_ne_zero
  rw [div_one] at h
  refine h.congr' ?_
  filter_upwards [eventually_gt_atTop (4 * π * a / 3)] with V hV
  have hV0 : V ≠ 0 := (lt_trans (by positivity) hV).ne'
  have hbV : lorentzFactor V * V = 4 * π / 3 := by
    unfold lorentzFactor
    field_simp
  show -(8 * π ^ 2 / 9) * a * ‖p0‖ ^ 2 / (1 - a * lorentzFactor V) = _
  rw [relaxationEnergy_eq ha.ne' (coupling_lt_one ha hV).ne, ← mul_div_assoc]
  congr 1
  linear_combination (a / 2) * ‖p0‖ ^ 2 * (lorentzFactor V * V + 4 * π / 3) * hbV
```

## $p_0\ne0$ makes the order exactly $L^{-6}$

A non-zero $p_0$ means that the defect is polar before its images act on it. Without this, for $p_0=0$ and $ab\ne1$, one has $p_*=0$ and the relaxation energy vanishes. The limit above still holds, but its value is zero and no longer fixes an order.

For $p_0\ne0$ and $a>0$ the limit is strictly negative. Setting $V=L^3$ turns $V^2$ into $L^6$, so the relaxation energy falls off as $L^{-6}$ and no faster. The theorem states both the limit and its sign. The first part composes the previous limit with $L\mapsto L^3$, and the second uses $\|p_0\|>0$.

```lean
/-- In a cubic cell of edge `L`, for positive polarisability and non-zero `p0`, `L⁶` times
the relaxation energy has a strictly negative limit, so this energy is of order `L⁻⁶`. -/
theorem relaxation_order_six {a : ℝ} (ha : 0 < a) {p0 : Dipole} (hp : p0 ≠ 0) :
    Tendsto (fun L : ℝ => L ^ 6 * relaxationEnergy a (lorentzFactor (L ^ 3)) p0) atTop
      (𝓝 (-(8 * π ^ 2 / 9) * a * ‖p0‖ ^ 2)) ∧
    -(8 * π ^ 2 / 9) * a * ‖p0‖ ^ 2 < 0 := by
  constructor
  · have hL : Tendsto (fun L : ℝ => L ^ 3) atTop atTop := tendsto_pow_atTop three_ne_zero
    refine ((tendsto_volume_sq_mul_relaxation ha p0).comp hL).congr (fun L => ?_)
    simp only [Function.comp_apply]
    ring
  · have hP : 0 < ‖p0‖ := norm_pos_iff.mpr hp
    have h : 0 < 8 * π ^ 2 / 9 * a * ‖p0‖ ^ 2 := by positivity
    linarith

end

end MakovPayneDipole
```

```lean
#print axioms MakovPayneDipole.selfConsistent_iff
#print axioms MakovPayneDipole.unique_minimiser_and_relaxation
#print axioms MakovPayneDipole.unbounded_below_of_small_cell
#print axioms MakovPayneDipole.relaxation_order_six
```

```
'MakovPayneDipole.selfConsistent_iff' depends on axioms: [propext, Classical.choice, Quot.sound]
'MakovPayneDipole.unique_minimiser_and_relaxation' depends on axioms: [propext, Classical.choice, Quot.sound]
'MakovPayneDipole.unbounded_below_of_small_cell' depends on axioms: [propext, Classical.choice, Quot.sound]
'MakovPayneDipole.relaxation_order_six' depends on axioms: [propext, Classical.choice, Quot.sound]
```

For supercell extrapolation, this means that subtracting the frozen-dipole term $-2\pi\|p_0\|^2/(3L^3)$ leaves a dipole error of order $L^{-6}$ in this isotropic, linear model of a neutral defect.
